# An s-wave projector that is smooth up to a jump at its cutoff radius has an oscillating q⁻² tail

If a pseudopotential projector is cut off while it is still nonzero, its radial transform keeps ringing at large q. Without an estimate of that ringing, I can't tell whether the wiggles in my table come from the projector or from poor quadrature, or how much I lose by stopping at a finite q.

The claim I have in mind is for an s-wave projector β with g(r) = rβ(r) twice continuously differentiable on [0, R]. Its transform F(q) should follow −g(R)cos(qR)/q², with an error no larger than a definite constant over q³. Physically, the jump at R sets the tail, and everything else about the smooth projector contributes at most at the next order, q⁻³. Can this be made rigorous, with the constant written out, and checked by machine?

## Two integrations by parts isolate the jump

Yes. Let j₀(x) = sin x / x, with j₀(0) = 1, and define the transform by

F(q) = ∫₀ᴿ r² β(r) j₀(qr) dr.

For q > 0 and r > 0, the integrand is r²β(r) sin(qr)/(qr) = g(r) sin(qr)/q. At r = 0 both forms vanish. Hence

F(q) = (1/q) ∫₀ᴿ g(r) sin(qr) dr.

Integrate by parts once, with −cos(qr)/q as the antiderivative of sin(qr):

∫₀ᴿ g sin(qr) dr = −g(R)cos(qR)/q + g(0)/q + (1/q) ∫₀ᴿ g′ cos(qr) dr.

The term at the origin is zero because g(0) = 0·β(0) = 0. Integrate by parts again:

∫₀ᴿ g′ cos(qr) dr = g′(R) sin(qR)/q − (1/q) ∫₀ᴿ g″ sin(qr) dr.

Here the boundary term at the origin is zero because sin 0 = 0. Putting the pieces together gives an exact formula:

F(q) + g(R)cos(qR)/q² = [g′(R) sin(qR) − ∫₀ᴿ g″ sin(qr) dr] / q³.

Since no sine exceeds one in absolute value, the triangle inequality gives the bound:

|F(q) + g(R)cos(qR)/q²| ≤ (|g′(R)| + ∫₀ᴿ |g″| dr) / q³.

Write C for the constant in the numerator. Multiplying by q² yields

|q²F(q) + g(R)cos(qR)| ≤ C/q,

so the left side tends to zero as q → ∞.

This also settles when the q⁻² tail is absent. Let R > 0 and suppose q²F(q) → 0. Then g(R)cos(qR) → 0 as well. At the points q = 2πn/R the cosine equals one, so g(R) = 0, and therefore β(R) = 0. Conversely, if β(R) = 0, the cosine term is absent, q²F(q) → 0, and the bound becomes |F(q)| ≤ C/q³.

For a concrete case take β(r) = r, chosen for its easy arithmetic and not as a realistic projector, since as an s-wave function in space it has a cusp at the origin. Then g = r², g′(R) = 2R and ∫₀ᴿ |g″| dr = 2R, so F(q) differs from −R²cos(qR)/q² by at most 4R/q³.

## The Lean development

```lean
import Mathlib

open Set Filter Topology MeasureTheory

namespace ProjectorCutoffTail

noncomputable section

/-- The s-wave radial transform of a projector `β` cut off at radius `R`: the integral of
`r² β(r) j₀(qr)` over `[0, R]`, where `j₀` is the function `sin x / x`. -/
def projectorTransform (β : ℝ → ℝ) (R q : ℝ) : ℝ :=
  ∫ r in (0 : ℝ)..R, r ^ 2 * β r * Real.sinc (q * r)

/-- The radial function `g(r) = r β(r)` is twice continuously differentiable on `[0, R]`,
with first derivative `dg` and second derivative `ddg` (one-sided at the end points). -/
structure IsC2Projector (β dg ddg : ℝ → ℝ) (R : ℝ) : Prop where
  first : ∀ r ∈ Icc 0 R, HasDerivWithinAt (fun s => s * β s) (dg r) (Icc 0 R) r
  second : ∀ r ∈ Icc 0 R, HasDerivWithinAt dg (ddg r) (Icc 0 R) r
  cont : ContinuousOn ddg (Icc 0 R)

variable {β dg ddg : ℝ → ℝ} {R q : ℝ}

/-- The projector `β(r) = r`, cut off at `R`, has a twice continuously differentiable
radial function `r²`, with derivatives `2r` and `2`. -/
theorem isC2Projector_witness (R : ℝ) :
    IsC2Projector (fun r => r) (fun r => 2 * r) (fun _ => 2) R where
  first r _ := (HasDerivAt.congr_deriv
    ((hasDerivAt_id' r).fun_mul (hasDerivAt_id' r)) (by ring)).hasDerivWithinAt
  second r _ := (HasDerivAt.congr_deriv
    ((hasDerivAt_id' r).const_mul (2 : ℝ)) (by norm_num)).hasDerivWithinAt
  cont := continuousOn_const

/-- At nonzero wave number the radial transform is `1/q` times the sine integral of
`r β(r)`. -/
theorem projectorTransform_eq_sine (β : ℝ → ℝ) (R : ℝ) (hq : q ≠ 0) :
    projectorTransform β R q
      = (1 / q) * ∫ r in (0 : ℝ)..R, r * β r * Real.sin (q * r) := by
  unfold projectorTransform
  rw [← intervalIntegral.integral_const_mul]
  apply intervalIntegral.integral_congr
  intro r _
  by_cases hr : r = 0
  · simp [hr]
  · have hqr : q * r ≠ 0 := mul_ne_zero hq hr
    simp only [Real.sinc_of_ne_zero hqr]
    field_simp

/-- Exact remainder: after the cutoff term `g(R) cos(qR)/q²` is added, the transform is `(g'(R)
sin(qR) - ∫ g''(r) sin(qr) dr)/q³`, where `g(r) = r β(r)`. -/
theorem transform_add_cutoff_term (h : IsC2Projector β dg ddg R) (hR : 0 ≤ R) (hq : q ≠ 0) :
    projectorTransform β R q + R * β R * Real.cos (q * R) / q ^ 2
      = (dg R * Real.sin (q * R) - ∫ r in (0 : ℝ)..R, ddg r * Real.sin (q * r)) / q ^ 3 := by
  have hg : ContinuousOn (fun s => s * β s) (Icc 0 R) :=
    fun r hr => (h.first r hr).continuousWithinAt
  have hdg : ContinuousOn dg (Icc 0 R) := fun r hr => (h.second r hr).continuousWithinAt
  have hs : Continuous fun r : ℝ => Real.sin (q * r) := by fun_prop
  have hc : Continuous fun r : ℝ => Real.cos (q * r) := by fun_prop
  have i1 : IntervalIntegrable (fun r => r * β r * Real.sin (q * r)) volume 0 R :=
    ContinuousOn.intervalIntegrable_of_Icc hR (hg.mul hs.continuousOn)
  have i2 : IntervalIntegrable (fun r => ddg r * Real.sin (q * r)) volume 0 R :=
    ContinuousOn.intervalIntegrable_of_Icc hR (h.cont.mul hs.continuousOn)
  -- both integrations by parts at once, through an explicit antiderivative
  have key : ∫ r in (0 : ℝ)..R,
      (r * β r * Real.sin (q * r) + (1 / q ^ 2) * (ddg r * Real.sin (q * r)))
      = (dg R * Real.sin (q * R) / q ^ 2 - R * β R * Real.cos (q * R) / q)
        - (dg 0 * Real.sin (q * 0) / q ^ 2 - 0 * β 0 * Real.cos (q * 0) / q) := by
    refine intervalIntegral.integral_eq_sub_of_hasDerivAt_of_le
      (f := fun r => dg r * Real.sin (q * r) / q ^ 2 - r * β r * Real.cos (q * r) / q)
      hR ?_ ?_ (i1.add (i2.const_mul _))
    · exact ((hdg.mul hs.continuousOn).div_const _).sub
        ((hg.mul hc.continuousOn).div_const _)
    · intro r hr
      have hn : Icc 0 R ∈ 𝓝 r := Icc_mem_nhds hr.1 hr.2
      have d1 := (h.first r (Ioo_subset_Icc_self hr)).hasDerivAt hn
      have d2 := (h.second r (Ioo_subset_Icc_self hr)).hasDerivAt hn
      have dl : HasDerivAt (fun x : ℝ => q * x) q r := by
        simpa using (hasDerivAt_id' r).const_mul q
      refine HasDerivAt.congr_deriv (((d2.fun_mul dl.sin).div_const (q ^ 2)).fun_sub
        ((d1.fun_mul dl.cos).div_const q)) ?_
      try dsimp only
      field_simp
      ring
  rw [intervalIntegral.integral_add i1 (i2.const_mul _),
    intervalIntegral.integral_const_mul] at key
  simp only [mul_zero, zero_mul, Real.sin_zero, zero_div, sub_zero] at key
  rw [projectorTransform_eq_sine β R hq]
  linear_combination (1 / q) * key

/-- The transform of a projector cut off at `R` equals `-g(R) cos(qR)/q²`, with `g = r β`,
up to an error of at most `(|g'(R)| + ∫ |g''|)/q³`. -/
theorem cutoff_tail_bound (h : IsC2Projector β dg ddg R) (hR : 0 ≤ R) (hq : 0 < q) :
    |projectorTransform β R q + R * β R * Real.cos (q * R) / q ^ 2|
      ≤ (|dg R| + ∫ r in (0 : ℝ)..R, |ddg r|) / q ^ 3 := by
  have hs : Continuous fun r : ℝ => Real.sin (q * r) := by fun_prop
  have i2 : IntervalIntegrable (fun r => ddg r * Real.sin (q * r)) volume 0 R :=
    ContinuousOn.intervalIntegrable_of_Icc hR (h.cont.mul hs.continuousOn)
  have i3 : IntervalIntegrable ddg volume 0 R :=
    ContinuousOn.intervalIntegrable_of_Icc hR h.cont
  -- a sine never exceeds one in size
  have hsin : ∀ a x : ℝ, |a * Real.sin x| ≤ |a| := fun a x => by
    rw [abs_mul]
    exact mul_le_of_le_one_right (abs_nonneg _) (Real.abs_sin_le_one _)
  have h2 : |∫ r in (0 : ℝ)..R, ddg r * Real.sin (q * r)| ≤ ∫ r in (0 : ℝ)..R, |ddg r| :=
    (intervalIntegral.abs_integral_le_integral_abs hR).trans
      (intervalIntegral.integral_mono_on hR i2.abs i3.abs (fun r _ => hsin _ _))
  obtain ⟨a1, a2⟩ := abs_le.mp (hsin (dg R) (q * R))
  obtain ⟨b1, b2⟩ := abs_le.mp h2
  rw [transform_add_cutoff_term h hR hq.ne', abs_div, abs_of_pos (pow_pos hq 3)]
  refine div_le_div_of_nonneg_right ?_ (pow_pos hq 3).le
  exact abs_le.mpr ⟨by linarith, by linarith⟩

/-- At large wave number, `q²` times the transform approaches the undamped oscillation
`-R β(R) cos(qR)`. -/
theorem scaled_tail_tendsto (h : IsC2Projector β dg ddg R) (hR : 0 ≤ R) :
    Tendsto (fun q => q ^ 2 * projectorTransform β R q + R * β R * Real.cos (q * R))
      atTop (𝓝 0) := by
  have hlim : Tendsto (fun q : ℝ => (|dg R| + ∫ r in (0 : ℝ)..R, |ddg r|) / q)
      atTop (𝓝 0) := tendsto_const_nhds.div_atTop tendsto_id
  refine squeeze_zero_norm' ?_ hlim
  filter_upwards [eventually_gt_atTop (0 : ℝ)] with q hq
  have e : q ^ 2 * projectorTransform β R q + R * β R * Real.cos (q * R)
      = q ^ 2 * (projectorTransform β R q + R * β R * Real.cos (q * R) / q ^ 2) := by
    field_simp
  rw [Real.norm_eq_abs, e, abs_mul, abs_of_pos (pow_pos hq 2)]
  refine (mul_le_mul_of_nonneg_left (cutoff_tail_bound h hR hq) (pow_pos hq 2).le).trans
    (le_of_eq ?_)
  field_simp

/-- The transform decays faster than `q⁻²` exactly when the projector vanishes at its
cutoff radius. -/
theorem faster_than_inverse_square_iff (h : IsC2Projector β dg ddg R) (hR : 0 < R) :
    Tendsto (fun q => q ^ 2 * projectorTransform β R q) atTop (𝓝 0) ↔ β R = 0 := by
  constructor
  · intro hF
    have hcos : Tendsto (fun q => R * β R * Real.cos (q * R)) atTop (𝓝 0) := by
      simpa using (scaled_tail_tendsto h hR.le).sub hF
    -- sample the oscillation at its crests q = 2πn/R
    have hn : Tendsto (fun n : ℕ => (n : ℝ) * (2 * Real.pi / R)) atTop atTop :=
      tendsto_natCast_atTop_atTop.atTop_mul_const (by positivity)
    have hconst : Tendsto (fun _ : ℕ => R * β R) atTop (𝓝 0) := by
      refine (hcos.comp hn).congr (fun n => ?_)
      have e : (n : ℝ) * (2 * Real.pi / R) * R = n * (2 * Real.pi) := by
        field_simp
      simp only [Function.comp_apply]
      rw [e, Real.cos_nat_mul_two_pi, mul_one]
    have h0 : R * β R = 0 := tendsto_nhds_unique tendsto_const_nhds hconst
    exact (mul_eq_zero.mp h0).resolve_left hR.ne'
  · intro h0
    simpa [h0] using scaled_tail_tendsto h hR.le

/-- A projector that vanishes at its cutoff radius has a transform bounded by
`(|g'(R)| + ∫ |g''|)/q³`. -/
theorem cubic_decay_of_matched (h : IsC2Projector β dg ddg R) (hR : 0 ≤ R) (hq : 0 < q)
    (h0 : β R = 0) :
    |projectorTransform β R q| ≤ (|dg R| + ∫ r in (0 : ℝ)..R, |ddg r|) / q ^ 3 := by
  have hb := cutoff_tail_bound h hR hq
  rwa [h0, mul_zero, zero_mul, zero_div, add_zero] at hb

end

end ProjectorCutoffTail
```

```lean
#print axioms ProjectorCutoffTail.faster_than_inverse_square_iff
-- 'ProjectorCutoffTail.faster_than_inverse_square_iff' depends on axioms: [propext, Classical.choice, Quot.sound]
#print axioms ProjectorCutoffTail.cubic_decay_of_matched
-- 'ProjectorCutoffTail.cubic_decay_of_matched' depends on axioms: [propext, Classical.choice, Quot.sound]
```

## What the theorems say about a projector

`projectorTransform β R q` is F(q), written with Mathlib's `Real.sinc`, which is sin x / x with the value 1 at x = 0. There is no prefactor such as 4π or an inverse root of the cell volume; if your code has one, it multiplies both sides of the bound. The integral stops at R, which expresses that the projector is zero beyond its cutoff.

`IsC2Projector β dg ddg R` is the smoothness hypothesis. It says that on `Icc 0 R`, the closed interval [0, R], the function rβ(r) has derivative `dg`, that `dg` has derivative `ddg`, and that `ddg` is continuous. So `dg` and `ddg` stand for g′ and g″. `HasDerivWithinAt` makes the derivatives one-sided at the two ends, so nothing is asked of β outside the interval. The condition g(0) = 0 needs no hypothesis, since g is rβ(r) by construction.

For R > 0, the hypothesis also fixes what `β R` means. Because g is continuous on the closed interval, `β R` is the limit from inside the sphere. A program that stores a zero at the last mesh point of a projector that really jumps there describes a function that violates `IsC2Projector`.

The main theorem is `cutoff_tail_bound`: for R ≥ 0 and q > 0, the bound above holds with the stated constant. `transform_add_cutoff_term` is the exact formula behind it, valid for every nonzero q. `scaled_tail_tendsto` is the limit statement, `faster_than_inverse_square_iff` is the equivalence with β(R) = 0 for R > 0, and `cubic_decay_of_matched` is the q⁻³ bound for a projector that vanishes at R. `isC2Projector_witness` shows that β(r) = r satisfies the hypothesis.

The theorems treat one real s-wave projector and an exact integral. Higher angular momenta, which bring in other spherical Bessel functions, and the error of a radial mesh are not covered. Smoothness is assumed, not derived from a pseudisation scheme.

## How the proof follows the calculus

`projectorTransform_eq_sine` turns the Bessel form into the sine integral by comparing the integrands point by point. It treats r = 0 separately, because there the quotient form of sinc is unavailable.

`transform_add_cutoff_term` does both integrations by parts in one go. It uses the function

H(r) = g′(r) sin(qr)/q² − g(r) cos(qr)/q.

When H is differentiated, the two terms g′(r)cos(qr)/q cancel, which leaves

H′(r) = g(r) sin(qr) + g″(r) sin(qr)/q².

The step named `key` states that the integral of H′ is H(R) − H(0). The proof then splits the integral, removes the terms at the origin and, with `linear_combination (1 / q) * key`, divides by q to reach the exact formula.

`cutoff_tail_bound` applies |a sin x| ≤ |a| twice: to the boundary term, and under the integral through `intervalIntegral.integral_mono_on`. The two estimates are added and divided by q³.

In `scaled_tail_tendsto`, the absolute value of the quantity is squeezed between zero and C/q. The forward half of `faster_than_inverse_square_iff` subtracts the assumed limit from this one, then composes with the sequence 2πn/R. The result is a constant sequence R·β(R) that tends to zero, and uniqueness of limits makes the constant zero. The other half, like `cubic_decay_of_matched`, substitutes β(R) = 0.

## A fundamental theorem that tolerates one-sided endpoints

The proof turns on `intervalIntegral.integral_eq_sub_of_hasDerivAt_of_le`. This version of the fundamental theorem of calculus asks for three things: H is continuous on the closed interval, H has an ordinary two-sided derivative at each interior point, and that derivative is integrable.

That division suits a truncated projector. At r = R a two-sided derivative need not exist, since the physical function drops to zero there, and the theorem doesn't ask for one. At an interior point, [0, R] is a neighbourhood of r (`Icc_mem_nhds`), so the one-sided data in `IsC2Projector` become ordinary derivatives through `.hasDerivAt hn`. Continuity at the endpoints comes from the same data, because a function differentiable within a set is continuous within it.

## Reading the tail in a projector table

In a plane-wave calculation with separable or ultrasoft pseudopotentials, overlaps between plane waves and an s-wave projector are, up to a constant factor and a phase set by the atom's position, the values of F at q = |k+G|, where k is the Bloch vector and G a reciprocal-lattice vector. For a single projector meeting the smoothness hypothesis, the bound limits how far F can be from the cosine tail at each such q > 0. If g(R) ≠ 0, the amplitude of that tail exceeds the error bound only when q > C/|g(R)|, which may lie above the basis cutoff.

A jump can arise during construction. In one common family of schemes, projectors are built from functions of the form (ε − T − V_loc)φ, where ε is a reference energy, T the kinetic operator, V_loc the local potential and φ a pseudo-wavefunction. Since T contains a second derivative, matching only the value and slope of φ to the all-electron function at R generally leaves a jump. Matching the second derivative too removes it, provided V_loc agrees with the all-electron potential at R and the all-electron function solves the radial equation with the same T at energy ε.

The cost shows in the weight left beyond a cutoff Q, the integral of q²F(q)² from Q to infinity. With a jump it behaves like g(R)²/(2Q) for large Q; with β(R) = 0 it is at most C²/(3Q³). These two estimates follow by integrating the tail and the bound, a step that the Lean code doesn't carry out.

To inspect a table, plot q²F(q) against q. A persistent cosine of period 2π/R and amplitude |Rβ(R)| is the jump itself, and refining the mesh won't remove it. Next, add Rβ(R)cos(qR) and multiply by q: the result should stay within ±C. On a uniform radial mesh of spacing h, starting at the origin and with fixed quadrature weights, the computed sine sum is periodic in q with period 2π/h, so this test is meaningful only for q well below π/h.
